# The Bethe logarithm of a finite spectrum from a cutoff photon-energy integral

For finitely many real weights a_i and excitation energies w_i > 0, as K → ∞,

∫₀ᴷ ∑ a_i w_i/(k + w_i) dk − (∑ a_i w_i) ln K → −∑ a_i w_i ln w_i.

The integral generally diverges logarithmically with the cutoff K. What remains after the logarithm is removed depends only on the spectrum and its weights. If ∑ a_i w_i ≠ 0, dividing the limit by −∑ a_i w_i gives the logarithm of a mean excitation energy, the Bethe logarithm of the finite spectrum.

## Mass subtraction in the self-energy

In the non-relativistic dipole treatment of the electron self-energy, an atom emits and reabsorbs a photon of energy k. An intermediate state lying w_i above the initial state contributes in proportion to a_i k/(k + w_i), where a_i is a squared momentum matrix element. A free electron contributes a_i in its place, and this part already belongs to the observed mass. Subtracting the bound term from the free term gives

a_i − a_i k/(k + w_i) = a_i w_i/(k + w_i).

The cutoff K stands for the photon energy at which the non-relativistic treatment is no longer trusted. Common prefactors are left out. They include a minus sign, which is why the bound term is subtracted from the free term and not the other way round. Energies are numbers in one fixed unit; changing the unit shifts ln K and ln w_i together.

## The logarithm and its remainder

Write I(K) for the integral and set

D = ∑ a_i w_i,  Λ = ∑ a_i w_i ln w_i.

Since ln(k + w_i) has derivative 1/(k + w_i),

I(K) = ∑ a_i w_i [ln(K + w_i) − ln w_i].

Subtracting D ln K and adding Λ leaves

I(K) − D ln K + Λ = ∑ a_i w_i [ln(K + w_i) − ln K].

Each bracket is ln(1 + w_i/K). It is at least 0, and by ln x ≤ x − 1 it is at most w_i/K. Therefore

|I(K) − D ln K + Λ| ≤ (∑ |a_i| w_i²)/K,

which tends to zero and proves the limit.

## When the integral converges, and which energy it selects

If D = 0, the limit reads I(K) → −Λ. If D ≠ 0 and I(K) had a finite limit, then

ln K = [I(K) − (I(K) − D ln K)]/D

would converge too, which it does not. So I(K) converges exactly when D = 0. For squared matrix elements, where a_i ≥ 0, this happens only if every a_i is zero, because all w_i are positive; a cancellation between levels requires weights a_i of mixed sign.

Now let D ≠ 0 and compare I(K) with D ln(K/E) for some energy E > 0:

I(K) − D ln(K/E) = I(K) − D ln K + D ln E → −Λ + D ln E.

This limit is zero exactly when ln E = Λ/D. The ratio Λ/D is the Bethe logarithm, the mean of ln w_i with weights a_i w_i. For squared matrix elements the weights are non-negative and this is an ordinary average; for weights of mixed sign it may lie outside the range of the ln w_i.

## A single level, and a nonzero lower limit

With one level and a ≠ 0, the integral is a w ln(1 + K/w), the Bethe logarithm is ln w, and the selected energy is w itself.

If the integration starts at κ ≥ 0, the same antiderivative and the same bound give the limit −∑ a_i w_i ln(κ + w_i). This variant is a calculation by hand; the file below keeps the lower limit at 0.

## The spectrum in Lean, and the scope of the model

The levels are labelled by a finite type `ι`, and `a w : ι → ℝ` are the weights and excitation energies. The hypothesis `hw : ∀ i, 0 < w i` says that every intermediate state lies above the initial one. The definitions `cutoffShift`, `weightedStrength`, `logStrength` and `betheLog` are I(K), D, Λ and Λ/D. In the main theorem, `tendsto_cutoffShift_sub_log`, `atTop` expresses K → ∞ and `𝓝 (-logStrength a w)` the approach to −Λ.

The weights are arbitrary real numbers, not derived from a Hamiltonian. An excited state that can decay by emitting a single dipole photon has some w_i < 0 and is not covered. Neither is the infinite spectrum of a real atom with its continuum, so this is not a calculation of the Lamb shift. The result does apply to a finite-basis calculation whose discretised excitation energies are all positive, but it says nothing about convergence with the size of the basis.

## The Lean file

```lean
import Mathlib

open Filter Topology

namespace FiniteBetheLogarithm

noncomputable section

variable {ι : Type*} [Fintype ι]

/-- The photon-energy integral up to the cutoff `K`, without common prefactors, for a finite
spectrum with weights `a i` and excitation energies `w i`. It is meant for `w i > 0` and
`K ≥ 0`, where the denominators do not vanish. -/
def cutoffShift (a w : ι → ℝ) (K : ℝ) : ℝ :=
  ∫ k in (0 : ℝ)..K, ∑ i, a i * w i / (k + w i)

/-- The energy-weighted sum of the weights, `∑ a i * w i`. -/
def weightedStrength (a w : ι → ℝ) : ℝ := ∑ i, a i * w i

/-- The sum of the logarithms of the excitation energies, each weighted by `a i * w i`. -/
def logStrength (a w : ι → ℝ) : ℝ := ∑ i, a i * w i * Real.log (w i)

/-- The Bethe logarithm of a finite spectrum: the mean of `ln (w i)` with weights `a i * w i`. It is
meant for `w i > 0` and `∑ a i * w i ≠ 0`. -/
def betheLog (a w : ι → ℝ) : ℝ := logStrength a w / weightedStrength a w

/-- Mass subtraction: for positive excitation energies and photon energy `k ≥ 0`, the
free-electron term minus the bound-electron term is the integrand of the cutoff integral. -/
theorem mass_subtraction (a w : ι → ℝ) (hw : ∀ i, 0 < w i) {k : ℝ} (hk : 0 ≤ k) :
    ∑ i, a i - ∑ i, a i * (k / (k + w i)) = ∑ i, a i * w i / (k + w i) := by
  rw [← Finset.sum_sub_distrib]
  refine Finset.sum_congr rfl fun i _ => ?_
  have h : k + w i ≠ 0 := (add_pos_of_nonneg_of_pos hk (hw i)).ne'
  rw [eq_div_iff h, sub_mul, mul_assoc, div_mul_cancel₀ _ h]
  ring

/-- For positive excitation energies and a cutoff `K ≥ 0`, the photon-energy integral is a
weighted sum of the logarithms `ln (K + w i) - ln (w i)`. -/
theorem cutoffShift_eq (a w : ι → ℝ) (hw : ∀ i, 0 < w i) {K : ℝ} (hK : 0 ≤ K) :
    cutoffShift a w K = ∑ i, a i * w i * (Real.log (K + w i) - Real.log (w i)) := by
  have hne : ∀ k ∈ Set.uIcc 0 K, ∀ i, k + w i ≠ 0 := by
    intro k hk i
    rw [Set.uIcc_of_le hK] at hk
    exact (add_pos_of_nonneg_of_pos hk.1 (hw i)).ne'
  -- an antiderivative of the integrand
  have hd : ∀ k ∈ Set.uIcc 0 K,
      HasDerivAt (fun x : ℝ => ∑ i, a i * w i * Real.log (x + w i))
        (∑ i, a i * w i / (k + w i)) k := by
    intro k hk
    refine HasDerivAt.fun_sum fun i _ => ?_
    have h1 : HasDerivAt (fun x : ℝ => x + w i) 1 k := (hasDerivAt_id' k).add_const (w i)
    exact ((h1.log (hne k hk i)).const_mul (a i * w i)).congr_deriv (by ring)
  -- the integrand is continuous, since no denominator vanishes
  have hc : ContinuousOn (fun k : ℝ => ∑ i, a i * w i / (k + w i)) (Set.uIcc 0 K) :=
    continuousOn_finsetSum _ fun i _ =>
      ContinuousOn.div continuousOn_const (by fun_prop) fun k hk => hne k hk i
  unfold cutoffShift
  refine (intervalIntegral.integral_eq_sub_of_hasDerivAt hd hc.intervalIntegrable).trans ?_
  simp only [zero_add, mul_sub, Finset.sum_sub_distrib]

/-- For positive excitation energies and a cutoff `K > 0`, the integral with its logarithm
removed differs from `-∑ a i * w i * ln (w i)` by at most `(∑ |a i| * w i ^ 2) / K`. -/
theorem cutoff_error (a w : ι → ℝ) (hw : ∀ i, 0 < w i) {K : ℝ} (hK : 0 < K) :
    |cutoffShift a w K - weightedStrength a w * Real.log K - (-logStrength a w)|
      ≤ (∑ i, |a i| * w i ^ 2) / K := by
  have e : cutoffShift a w K - weightedStrength a w * Real.log K - (-logStrength a w)
      = ∑ i, a i * w i * (Real.log (K + w i) - Real.log K) := by
    rw [cutoffShift_eq a w hw hK.le]
    simp only [weightedStrength, logStrength, mul_sub, Finset.sum_sub_distrib, Finset.sum_mul]
    ring
  rw [e, Finset.sum_div]
  refine (Finset.abs_sum_le_sum_abs _ _).trans (Finset.sum_le_sum fun i _ => ?_)
  have hwi := hw i
  have hKw : 0 < K + w i := add_pos hK hwi
  have h0 : 0 ≤ Real.log (K + w i) - Real.log K :=
    sub_nonneg.2 (Real.log_le_log hK (by linarith))
  -- the elementary bound ln x ≤ x - 1 at x = (K + w) / K
  have h1 : Real.log (K + w i) - Real.log K ≤ w i / K := by
    rw [← Real.log_div hKw.ne' hK.ne']
    have h2 := Real.log_le_sub_one_of_pos (div_pos hKw hK)
    rw [add_div, div_self hK.ne'] at h2
    rw [add_div, div_self hK.ne']
    linarith
  rw [abs_mul, abs_mul, abs_of_pos hwi, abs_of_nonneg h0]
  calc |a i| * w i * (Real.log (K + w i) - Real.log K)
      ≤ |a i| * w i * (w i / K) := mul_le_mul_of_nonneg_left h1 (by positivity)
    _ = |a i| * w i ^ 2 / K := by ring

/-- For positive excitation energies, the photon-energy integral minus
`(∑ a i * w i) * ln K` tends to `-∑ a i * w i * ln (w i)` as the cutoff `K` goes to infinity. -/
theorem tendsto_cutoffShift_sub_log (a w : ι → ℝ) (hw : ∀ i, 0 < w i) :
    Tendsto (fun K => cutoffShift a w K - weightedStrength a w * Real.log K) atTop
      (𝓝 (-logStrength a w)) := by
  refine tendsto_iff_norm_sub_tendsto_zero.2 ?_
  refine squeeze_zero' (Eventually.of_forall fun K => norm_nonneg _)
    ((eventually_gt_atTop (0 : ℝ)).mono fun K hK => cutoff_error a w hw hK) ?_
  exact tendsto_const_nhds.div_atTop tendsto_id

/-- For positive excitation energies, the photon-energy integral has a finite limit as the
cutoff goes to infinity exactly when `∑ a i * w i` vanishes. -/
theorem converges_iff (a w : ι → ℝ) (hw : ∀ i, 0 < w i) :
    (∃ L, Tendsto (cutoffShift a w) atTop (𝓝 L)) ↔ weightedStrength a w = 0 := by
  have hm := tendsto_cutoffShift_sub_log a w hw
  constructor
  · rintro ⟨L, hL⟩
    by_contra hD
    -- a finite limit would force ln K to converge
    have h := (hL.sub hm).div_const (weightedStrength a w)
    have hlog : Tendsto Real.log atTop
        (𝓝 ((L - -logStrength a w) / weightedStrength a w)) := by
      refine h.congr fun K => ?_
      rw [sub_sub_cancel, mul_div_cancel_left₀ _ hD]
    exact not_tendsto_nhds_of_tendsto_atTop Real.tendsto_log_atTop _ hlog
  · intro hD
    simp only [hD, zero_mul, sub_zero] at hm
    exact ⟨_, hm⟩

/-- For positive excitation energies with `∑ a i * w i ≠ 0`, an energy `E > 0` makes
`(∑ a i * w i) * ln (K / E)` agree with the photon-energy integral in the limit of infinite
cutoff exactly when `E` is the exponential of the Bethe logarithm. -/
theorem bethe_energy_unique (a w : ι → ℝ) (hw : ∀ i, 0 < w i)
    (hD : weightedStrength a w ≠ 0) {E : ℝ} (hE : 0 < E) :
    Tendsto (fun K => cutoffShift a w K - weightedStrength a w * Real.log (K / E)) atTop (𝓝 0)
      ↔ E = Real.exp (betheLog a w) := by
  -- the limit for an arbitrary reference energy
  have h : Tendsto (fun K => cutoffShift a w K - weightedStrength a w * Real.log (K / E)) atTop
      (𝓝 (-logStrength a w + weightedStrength a w * Real.log E)) := by
    refine ((tendsto_cutoffShift_sub_log a w hw).add_const
      (weightedStrength a w * Real.log E)).congr' ?_
    filter_upwards [eventually_gt_atTop (0 : ℝ)] with K hK
    rw [Real.log_div hK.ne' hE.ne']
    ring
  constructor
  · intro h0
    have h1 := tendsto_nhds_unique h h0
    have h2 : Real.log E = betheLog a w := by
      rw [betheLog, eq_div_iff hD]
      linarith
    rw [← h2, Real.exp_log hE]
  · intro hEq
    have h2 : weightedStrength a w * Real.log E = logStrength a w := by
      rw [hEq, Real.log_exp, betheLog, mul_div_cancel₀ _ hD]
    rw [h2, neg_add_cancel] at h
    exact h

end

end FiniteBetheLogarithm
```

```lean
#print axioms FiniteBetheLogarithm.mass_subtraction
-- 'FiniteBetheLogarithm.mass_subtraction' depends on axioms: [propext, Classical.choice, Quot.sound]
#print axioms FiniteBetheLogarithm.converges_iff
-- 'FiniteBetheLogarithm.converges_iff' depends on axioms: [propext, Classical.choice, Quot.sound]
#print axioms FiniteBetheLogarithm.bethe_energy_unique
-- 'FiniteBetheLogarithm.bethe_energy_unique' depends on axioms: [propext, Classical.choice, Quot.sound]
```

## From the antiderivative to the unique energy

`mass_subtraction` proves the subtraction term by term, using k + w_i ≠ 0. It ties the integrand to the physics; the later proofs start from the integrand itself.

`cutoffShift_eq` is the closed form. Its step `hd` differentiates the sum of logarithms, and `hc` shows that the integrand is continuous on [0, K], hence integrable. The fundamental theorem of calculus, `intervalIntegral.integral_eq_sub_of_hasDerivAt`, then evaluates the integral.

`cutoff_error` is the bound at finite K. The equation `e` isolates the sum of ln(K + w_i) − ln K, and the triangle inequality reduces the claim to single levels. There `h0` and `h1` are the lower and upper bounds on the bracket; `h1` uses ln x ≤ x − 1 at x = (K + w_i)/K.

`tendsto_cutoffShift_sub_log` squeezes the error between zero and a constant divided by K. The bound is needed only for K > 0, which holds eventually as K → ∞.

`converges_iff` follows the argument by contradiction: from a supposed finite limit and D ≠ 0 it builds a finite limit for ln K, against `Real.tendsto_log_atTop`. The converse substitutes D = 0 into the main limit.

`bethe_energy_unique` first computes, in `h`, the limit −Λ + D ln E for any E > 0. If the difference also tends to zero, uniqueness of limits gives D ln E = Λ, and exponentiating yields E = exp(Λ/D). Conversely, inserting this E makes the limit vanish.
